# A cutoff on $(k+G)^2$ makes plane-wave energies periodic in $k$, and the fixed basis $\{0,1\}$ does not

Take a free electron on a line, with the integers as reciprocal vectors and in units with $\hbar^2/2m=1$. Expand its states in two plane waves, those with reciprocal vectors 0 and 1. At $k=0$ the energies are $0^2=0$ and $1^2=1$. Now let $k$ run across one full period of reciprocal space while the same two plane waves are kept. At $k=1$ the energies are $1^2=1$ and $2^2=4$. The points $k=0$ and $k=1$ label the same Bloch states, yet the lowest level has disappeared and a level at 4 has come in. The computed bands depend on which of two equivalent labels was used.

The fault lies in the choice of basis. If the plane waves are chosen anew at each $k$, by the condition that their kinetic energy is at most a cutoff $E$, the kinetic energies are the same at $k$ and at $k$ plus any reciprocal vector. When the cutoff bases are finite, the band energies in a local periodic potential also agree. For one electron in such a potential, this is the periodicity that a plane-wave band-structure code relies on when it folds a $k$-point back into the first Brillouin zone.

## Labels, wave vectors and kinetic energy

Each plane wave carries a label $G$, for instance a triple of integers, and a map $b$ turns the label into a reciprocal vector $b(G)$. Labels add as reciprocal vectors do:
$$b(G+Q)=b(G)+b(Q).$$
In many textbooks $G$ is the reciprocal vector itself; here it is the label. The type `L` holds the labels, and `V` is the space of wave vectors, not a potential.

```lean
import Mathlib

namespace PlaneWaveCutoff

noncomputable section

variable {L V : Type*} [AddCommGroup L] [NormedAddCommGroup V]
```

In units with $\hbar^2/2m=1$, the plane wave $G$ at wave vector $k$ has kinetic energy
$$T_k(G)=\|k+b(G)\|^2 .$$
The type `L →+ V` expresses the additivity of $b$. For an electron in a crystal the norm is the Euclidean length, but the argument works for any norm.

```lean
/-- Kinetic energy of the plane wave with wave vector `k + b G`, in units where `ħ²/2m = 1`.
The map `b` sends a label `G` to its reciprocal vector. -/
def kinetic (b : L →+ V) (k : V) (G : L) : ℝ := ‖k + b G‖ ^ 2
```

The cutoff basis at $k$ is the set of labels
$$B_k(E)=\{G : T_k(G)\le E\}.$$
The letter $E$ always means the cutoff, never a band energy.

```lean
/-- The plane-wave basis at `k`: all labels whose kinetic energy is at most the cutoff `E`. -/
def cutoffBasis (b : L →+ V) (k : V) (E : ℝ) : Set L := {G | kinetic b k G ≤ E}
```

A periodic potential with Fourier coefficients $U$ couples two plane waves only through the difference of their labels. In a basis $S$ the Hamiltonian matrix is
$$H_{GG'}(k)=\delta_{GG'}\,T_k(G)+U(G-G').$$
The mean value $U(0)$ of the potential therefore sits on the diagonal beside the kinetic energy. In Lean the rows and columns are indexed by the members of $S$. No condition is put on `U`; a real potential has $U(-G)=\overline{U(G)}$, and then $H$ is Hermitian.

This matrix is taken as the definition of the model. Its derivation from the Schrödinger operator, by integrating the potential between plane waves, is the step to the real crystal that must be supplied separately.

```lean
/-- The Hamiltonian at `k` in the plane waves of `S`: kinetic energies on the diagonal, plus the
Fourier coefficients `U (G - G')` of the potential. -/
def hamiltonian [DecidableEq L] (b : L →+ V) (U : L → ℂ) (k : V) (S : Set L) :
    Matrix {G // G ∈ S} {G // G ∈ S} ℂ :=
  fun G G' => (if (G : L) = (G' : L) then ((kinetic b k (G : L) : ℝ) : ℂ) else 0)
    + U ((G : L) - (G' : L))
```

## Shifting $k$ is the same as shifting the label

Let $Q$ be a label. Additivity of $b$ gives
$$T_{k+b(Q)}(G)=\|k+b(Q)+b(G)\|^2=\|k+b(G+Q)\|^2=T_k(G+Q).$$
The periodicity results below rest on this line. The Lean proof rewrites $b(G+Q)$ as a sum and reorders the terms.

```lean
/-- Shifting `k` by a reciprocal vector has the same effect on the kinetic energy as shifting
the plane-wave label. -/
theorem kinetic_shift (b : L →+ V) (k : V) (Q G : L) :
    kinetic b (k + b Q) G = kinetic b k (G + Q) := by
  unfold kinetic
  rw [map_add, add_assoc, add_comm (b Q) (b G)]
```

Comparing both sides with $E$ gives
$$G\in B_{k+b(Q)}(E)\iff G+Q\in B_k(E).$$
The two bases generally contain different labels, but adding $Q$ matches them one to one.

```lean
/-- A label `G` lies in the cutoff basis at `k + b Q` exactly when `G + Q` lies in the cutoff
basis at `k`. -/
theorem mem_cutoffBasis_shift (b : L →+ V) (k : V) (Q : L) (E : ℝ) (G : L) :
    G ∈ cutoffBasis b (k + b Q) E ↔ G + Q ∈ cutoffBasis b k E := by
  change kinetic b (k + b Q) G ≤ E ↔ kinetic b k (G + Q) ≤ E
  rw [kinetic_shift]
```

## The kinetic energies below the cutoff are periodic

The claim is an equality of sets of numbers:
$$\{T_{k+b(Q)}(G):G\in B_{k+b(Q)}(E)\}=\{T_k(G):G\in B_k(E)\}.$$
In Lean, `f '' S` is the set of values that `f` takes on `S`.

Suppose that $x$ lies on the left, so $x=T_{k+b(Q)}(G)$ for a label $G$ in the shifted basis. Then $G+Q$ lies in $B_k(E)$ and has the same energy $x$ at $k$. Conversely, if $x=T_k(G)$ with $G\in B_k(E)$, then $G-Q$ lies in the shifted basis, and its energy there is $T_k(G-Q+Q)=x$. The two bullets of the proof are these two directions. If the cutoff lies below every kinetic energy, both sets are empty and the equality still holds.

```lean
/-- The set of kinetic energies that are at most the cutoff `E` is unchanged when `k` is shifted by
a reciprocal vector. -/
theorem cutoff_energies_periodic (b : L →+ V) (k : V) (Q : L) (E : ℝ) :
    kinetic b (k + b Q) '' cutoffBasis b (k + b Q) E = kinetic b k '' cutoffBasis b k E := by
  ext x
  constructor
  · rintro ⟨G, hG, rfl⟩
    exact ⟨G + Q, (mem_cutoffBasis_shift b k Q E G).1 hG, (kinetic_shift b k Q G).symm⟩
  · rintro ⟨G, hG, rfl⟩
    refine ⟨G - Q, (mem_cutoffBasis_shift b k Q E (G - Q)).2 ?_, ?_⟩
    · rwa [sub_add_cancel]
    · rw [kinetic_shift, sub_add_cancel]
```

## The band energies are periodic in a local potential

A set of values forgets degeneracy. The characteristic polynomial $\det(\lambda-H)$ keeps it, since its roots are the eigenvalues counted with multiplicity. For two labels in the shifted basis,
$$H_{GG'}(k+b(Q))=\delta_{GG'}\,T_k(G+Q)+U(G-G').$$
Now $G=G'$ exactly when $G+Q=G'+Q$, and $G-G'=(G+Q)-(G'+Q)$. Therefore
$$H_{GG'}(k+b(Q))=H_{G+Q,\,G'+Q}(k).$$
The two matrices differ only in the names of their rows and columns, so their characteristic polynomials are equal. For a real potential this means equal band energies with equal degeneracies.

The two `Fintype` hypotheses say that the cutoff bases are finite, as they are for a reciprocal lattice in three dimensions; here that is an assumption. In the proof, `e` is the matching $G\mapsto G+Q$ restricted to the two bases, `h` is the last displayed equation written as a relabelling of the matrix, and `Matrix.charpoly_reindex` says that relabelling leaves the characteristic polynomial alone.

```lean
/-- With finite cutoff bases, the Hamiltonians at `k` and at `k` shifted by a reciprocal vector have
the same characteristic polynomial. -/
theorem cutoff_bands_periodic [DecidableEq L] (b : L →+ V) (U : L → ℂ) (k : V) (Q : L) (E : ℝ)
    [Fintype {G // G ∈ cutoffBasis b k E}]
    [Fintype {G // G ∈ cutoffBasis b (k + b Q) E}] :
    (hamiltonian b U (k + b Q) (cutoffBasis b (k + b Q) E)).charpoly =
      (hamiltonian b U k (cutoffBasis b k E)).charpoly := by
  -- the relabelling G ↦ G + Q matches the two bases
  let e : {G // G ∈ cutoffBasis b (k + b Q) E} ≃ {G // G ∈ cutoffBasis b k E} :=
    (Equiv.addRight Q).subtypeEquiv (fun G => mem_cutoffBasis_shift b k Q E G)
  have h : hamiltonian b U (k + b Q) (cutoffBasis b (k + b Q) E) =
      Matrix.reindex e.symm e.symm (hamiltonian b U k (cutoffBasis b k E)) := by
    ext G G'
    change (if (G : L) = (G' : L) then ((kinetic b (k + b Q) (G : L) : ℝ) : ℂ) else 0)
        + U ((G : L) - (G' : L)) =
      (if (G : L) + Q = (G' : L) + Q then ((kinetic b k ((G : L) + Q) : ℝ) : ℂ) else 0)
        + U ((G : L) + Q - ((G' : L) + Q))
    rw [kinetic_shift, add_sub_add_right_eq_sub]
    simp only [add_left_inj]
  rw [h, Matrix.charpoly_reindex]
```

The same argument applies to a nonlocal potential whose matrix elements have the form $W(k+b(G),\,k+b(G'))$, with $W$ any function of two wave vectors. Replacing $k$ by $k+b(Q)$ turns the arguments into $k+b(G+Q)$ and $k+b(G'+Q)$, which is again the relabelling by $Q$. This extension is given without a Lean proof.

## A fixed finite basis loses the periodicity

From here on the wave vectors form a real normed space, so that $\|n\,b(Q)\|=n\,\|b(Q)\|$ for every natural number $n$. Now hold a finite, nonempty set $S$ of labels fixed for all $k$, and let $b(Q)\neq0$. Suppose that the set of kinetic energies of $S$ were the same at $k$ and $k+b(Q)$ for every $k$. Starting from $k=0$ and applying this $n$ times gives
$$\{T_{n\,b(Q)}(G):G\in S\}=\{T_0(G):G\in S\}.$$
The set on the right is finite, so it has an upper bound $M$. Pick one $G\in S$ and write $r=\|n\,b(Q)+b(G)\|$. Then $r^2\le M$ for every $n$. The triangle inequality gives
$$n\,\|b(Q)\|\le r+\|b(G)\| .$$
Choose $n$ so large that $n\,\|b(Q)\|>\|b(G)\|+M+1$. Then $r>M+1\ge r^2+1$. But $(r-1)^2\ge0$ gives $r^2+1\ge 2r\ge r$, a contradiction.

In the Lean proof, `hn` is the induction on $n$, `hb` is the bound $r^2\le M$, and `htri` becomes the triangle inequality above. The final `nlinarith` receives the square $(r-1)^2$ and finds the contradiction.

The theorem concerns kinetic energies alone, that is, the free electron. It provides some $k$ at which the shift changes the energies, and not every $k$ need do so: the basis $\{0,1\}$ on the line gives $\{0,1\}$ both at $k=-1$ and at $k=0$.

```lean
/-- Let the wave vectors form a real normed space. For a nonempty finite basis held fixed in `k` and
a nonzero reciprocal vector `b Q`, there is a `k` at which the shift by `b Q` changes the set of
kinetic energies. -/
theorem fixed_basis_not_periodic [NormedSpace ℝ V] (b : L →+ V) (S : Set L) (hS : S.Finite)
    (hne : S.Nonempty) (Q : L) (hQ : b Q ≠ 0) :
    ∃ k : V, kinetic b (k + b Q) '' S ≠ kinetic b k '' S := by
  by_contra hcon
  have h : ∀ k : V, kinetic b (k + b Q) '' S = kinetic b k '' S := by
    intro k
    by_contra hk
    exact hcon ⟨k, hk⟩
  -- periodicity would carry the energies at zero to every multiple of b Q
  have hn : ∀ n : ℕ, kinetic b ((n : ℝ) • b Q) '' S = kinetic b 0 '' S := by
    intro n
    induction n with
    | zero => rw [Nat.cast_zero, zero_smul]
    | succ n ih => rw [Nat.cast_succ, add_smul, one_smul, h, ih]
  obtain ⟨G, hG⟩ := hne
  obtain ⟨M, hM⟩ := (hS.image (kinetic b 0)).bddAbove
  have hb : ∀ n : ℕ, ‖(n : ℝ) • b Q + b G‖ ^ 2 ≤ M := by
    intro n
    apply hM
    rw [← hn n]
    exact ⟨G, hG, rfl⟩
  -- but the energy of a single plane wave grows without bound
  have hpos : 0 < ‖b Q‖ := norm_pos_iff.2 hQ
  obtain ⟨n, hlarge⟩ := exists_nat_gt ((‖b G‖ + M + 1) / ‖b Q‖)
  rw [div_lt_iff₀ hpos] at hlarge
  have htri := norm_sub_le ((n : ℝ) • b Q + b G) (b G)
  rw [add_sub_cancel_right, norm_smul, Real.norm_natCast] at htri
  have hbn := hb n
  nlinarith [sq_nonneg (‖(n : ℝ) • b Q + b G‖ - 1)]
```

If finiteness is dropped, the conclusion can fail. On the line with $b(G)=G$, let $S$ be the set of all integers. Then $k+1+G$ and $k+G$ run through the same numbers, and the kinetic energies are periodic at every $k$. A nonempty $S$ and a nonzero $b(Q)$ are therefore not enough by themselves.

## The integer lattice on the line

For a crystal with lattice constant $2\pi$, the reciprocal vectors are the integers. The labels are then integers too, and $b$ is the inclusion of the integers in the real numbers, written `Int.castAddHom ℝ`. The norm of a real number is its absolute value, so
$$T_k(G)=|k+G|^2=(k+G)^2 .$$

```lean
/-- For the integer reciprocal lattice on the line, the kinetic energy is `(k + G)²`. -/
theorem kinetic_int (k : ℝ) (G : ℤ) :
    kinetic (Int.castAddHom ℝ) k G = (k + (G : ℝ)) ^ 2 := by
  change ‖k + (G : ℝ)‖ ^ 2 = (k + (G : ℝ)) ^ 2
  rw [Real.norm_eq_abs, sq_abs]
```

Here the finiteness of the cutoff basis can be proved. Put $x=k+G$ and suppose $x^2\le E$. From $(x\pm\tfrac12)^2\ge0$ it follows that
$$|x|\le x^2+\tfrac14\le E+\tfrac14<E+1,$$
and hence
$$-(E+1)-k\le G\le E+1-k .$$
Only finitely many integers lie in such an interval. The bound is looser than $|x|\le\sqrt E$, but it needs no square root and no separate treatment of negative $E$. The two `nlinarith` calls use the two squares, one for each end of the interval. On the line, the result on band energies therefore applies at every $k$ and every cutoff.

```lean
/-- For the integer reciprocal lattice on the line, every cutoff basis is finite. -/
theorem cutoffBasis_int_finite (k E : ℝ) :
    (cutoffBasis (Int.castAddHom ℝ) k E).Finite := by
  apply (Set.finite_Icc ⌈-(E + 1) - k⌉ ⌊E + 1 - k⌋).subset
  intro G hG
  change kinetic (Int.castAddHom ℝ) k G ≤ E at hG
  rw [kinetic_int] at hG
  constructor
  · apply Int.ceil_le.2
    nlinarith [sq_nonneg (k + (G : ℝ) + 1 / 2)]
  · apply Int.le_floor.2
    nlinarith [sq_nonneg (k + (G : ℝ) - 1 / 2)]
```

The reciprocal vector of the label $Q=1$ is the number 1. The general periodicity of the kinetic energies becomes, for all real $k$ and $E$,
$$\{(k+1+G)^2\le E : G\in\mathbb Z\}=\{(k+G)^2\le E : G\in\mathbb Z\},$$
where each side denotes the set of values that satisfy the inequality. With $E=1$, for example, the basis is $\{-1,0,1\}$ at $k=0$ and $\{-2,-1,0\}$ at $k=1$. The labels have moved by one, and the energies are $\{0,1\}$ in both cases. The Lean statement writes out the squares, and its proof sets $Q=1$ in `cutoff_energies_periodic` and replaces the norm by the square through `hk`.

```lean
/-- On the line, the set of values `(k + G)² ≤ E` over integers `G` is unchanged under
`k → k + 1`. -/
theorem integer_cutoff_periodic (k E : ℝ) :
    (fun G : ℤ => (k + 1 + (G : ℝ)) ^ 2) '' {G : ℤ | (k + 1 + (G : ℝ)) ^ 2 ≤ E} =
      (fun G : ℤ => (k + (G : ℝ)) ^ 2) '' {G : ℤ | (k + (G : ℝ)) ^ 2 ≤ E} := by
  have h := cutoff_energies_periodic (Int.castAddHom ℝ) k 1 E
  have h1 : (Int.castAddHom ℝ) 1 = (1 : ℝ) := by simp
  have hk : ∀ q : ℝ, kinetic (Int.castAddHom ℝ) q = fun G : ℤ => (q + (G : ℝ)) ^ 2 :=
    fun q => funext (kinetic_int q)
  rw [h1] at h
  simpa only [cutoffBasis, hk] using h
```

With the basis $\{0,1\}$ held fixed, the energies at the two equivalent points are
$$\{0^2,1^2\}=\{0,1\}\quad\text{at }k=0,\qquad \{1^2,2^2\}=\{1,4\}\quad\text{at }k=1 .$$
The proof evaluates the kinetic energy at the two labels for each $k$ and leaves the arithmetic to `norm_num`.

```lean
/-- The fixed basis `G ∈ {0, 1}` on the line gives the kinetic energies `{0, 1}` at `k = 0`
and `{1, 4}` at `k = 1`. -/
theorem fixed_pair_energies :
    kinetic (Int.castAddHom ℝ) 0 '' {0, 1} = {0, 1} ∧
      kinetic (Int.castAddHom ℝ) 1 '' {0, 1} = {1, 4} := by
  constructor
  · rw [Set.image_pair, kinetic_int, kinetic_int]
    norm_num
  · rw [Set.image_pair, kinetic_int, kinetic_int]
    norm_num

end

end PlaneWaveCutoff
```

```lean
#print axioms PlaneWaveCutoff.fixed_basis_not_periodic
#print axioms PlaneWaveCutoff.cutoffBasis_int_finite
#print axioms PlaneWaveCutoff.integer_cutoff_periodic
#print axioms PlaneWaveCutoff.fixed_pair_energies
```

```
'PlaneWaveCutoff.fixed_basis_not_periodic' depends on axioms: [propext, Classical.choice, Quot.sound]
'PlaneWaveCutoff.cutoffBasis_int_finite' depends on axioms: [propext, Classical.choice, Quot.sound]
'PlaneWaveCutoff.integer_cutoff_periodic' depends on axioms: [propext, Classical.choice, Quot.sound]
'PlaneWaveCutoff.fixed_pair_energies' depends on axioms: [propext, Classical.choice, Quot.sound]
```
